# For two or more memoryless escapes, $n/t$ overestimates the rate on average and $(n-1)/t$ does not

Let $t$ be the total time of $n\ge 2$ successive escapes, each with rate constant $k>0$. The estimator $n/t$ has mean $kn/(n-1)$, which is greater than $k$, while $(n-1)/t$ has mean exactly $k$. For a single escape the mean of $1/t$ diverges.

The question arises when a rate is taken from a few rare events, for example from a molecular dynamics run that is stopped at the $n$-th escape from a metastable state. The result applies if the escapes are independent and memoryless with one common rate constant, and if $t$ is the sum of the waiting times in the state, without any time spent outside it before a return.

## Inverse moments of the total time

One waiting time has density $ke^{-kt}$. If $n$ escapes have the density

$$p_n(t)=\frac{k^n t^{n-1}e^{-kt}}{(n-1)!},\qquad t>0,$$

then one further independent escape gives

$$\int_0^t p_n(s)\,k e^{-k(t-s)}\,ds=\frac{k^{n+1}e^{-kt}}{(n-1)!}\int_0^t s^{n-1}ds=p_{n+1}(t).$$

Let $I_m=\int_0^\infty t^m e^{-kt}dt$. Then $I_0=1/k$, and integration by parts gives $I_m=(m/k)I_{m-1}$ for $m\ge1$, so $I_m=m!/k^{m+1}$. For $n=m+r+1$, with integers $m,r\ge 0$,

$$\left\langle \frac1{t^r}\right\rangle=\frac{k^{m+r+1}}{(m+r)!}\,I_m=\frac{k^r\,m!}{(m+r)!}.$$

With $r=1$ and $m=n-2$ this is $\langle 1/t\rangle=k/(n-1)$. Multiplying by $n$ gives $kn/(n-1)=k+k/(n-1)>k$, and multiplying by $n-1$ gives $k$.

With $r=2$ and $n\ge3$, $\langle 1/t^2\rangle=k^2/[(n-1)(n-2)]$, so the mean squared error of $(n-1)/t$ is

$$\frac{(n-1)k^2}{n-2}-2k^2+k^2=\frac{k^2}{n-2}.$$

For $n=1$ the integrand of $\langle1/t\rangle$ is $ke^{-kt}/t$. On $0<t\le1$ it is at least $ke^{-k}/t$, whose integral diverges logarithmically at $t=0$.

As an example, take $k=0.4\ \mathrm{ns}^{-1}$ and $n=5$. The mean of $5/t$ is $0.4\cdot5/4=0.5\ \mathrm{ns}^{-1}$, and that of $4/t$ is $0.4\ \mathrm{ns}^{-1}$. The root mean squared error of $4/t$ is $0.4/\sqrt3\approx0.23\ \mathrm{ns}^{-1}$, larger than the bias that has been removed.

## The density and the mean in Lean

```lean
import Mathlib

open MeasureTheory Set
open scoped Nat

namespace EscapeRateEstimation

noncomputable section
```

The Lean development takes $p_n$ as its starting point; the convolution above, which links it to independent escapes, is not formalised.

```lean
/-- Probability density of the total time `t > 0` of `n ≥ 1` successive escapes
with rate constant `k > 0`. -/
def erlangDensity (n : ℕ) (k t : ℝ) : ℝ :=
  k ^ n * t ^ (n - 1) * Real.exp (-(k * t)) / ((n - 1)! : ℝ)
```

The number of escapes `n` is a natural number, and `k` and `t` are real. The conditions $k>0$ and $n\ge1$ enter through the theorems.

```lean
/-- The quantity `f t`, computed from the total time `t` of `n` escapes, has the mean `a`:
the integral that defines the mean converges absolutely and equals `a`. -/
def HasMean (n : ℕ) (k : ℝ) (f : ℝ → ℝ) (a : ℝ) : Prop :=
  IntegrableOn (fun t => f t * erlangDensity n k t) (Ioi 0) ∧
    ∫ t in Ioi (0 : ℝ), f t * erlangDensity n k t = a
```

`HasMean n k f a` says that $f(t)\,p_n(t)$ is integrable over `Ioi 0`, the interval $(0,\infty)$, and that its integral is $a$.

An alternative model would take $n$ independent exponential random variables on a probability space and define $t$ as their sum. Independence would then be the hypothesis and the density a theorem; the means would be the same.

## From the gamma integral to the estimators

```lean
/-- For `k > 0` the integral of `t ^ m * exp (-k t)` over all positive times is
`m! / k ^ (m + 1)`. -/
theorem integral_pow_mul_exp (m : ℕ) {k : ℝ} (hk : 0 < k) :
    ∫ t in Ioi (0 : ℝ), t ^ m * Real.exp (-(k * t)) = (m ! : ℝ) / k ^ (m + 1) := by
  have h := Real.integral_rpow_mul_exp_neg_mul_Ioi (a := (m : ℝ) + 1) (r := k)
    (by positivity) hk
  rw [Real.Gamma_nat_eq_factorial, add_sub_cancel_right] at h
  simp only [Real.rpow_natCast] at h
  have e : (1 / k) ^ ((m : ℝ) + 1) = (1 / k) ^ (m + 1) := by
    exact_mod_cast Real.rpow_natCast (1 / k) (m + 1)
  rw [h, e, one_div, inv_pow]
  ring
```

This is $I_m$, obtained from Mathlib's gamma integral instead of by repeated integration by parts.

```lean
/-- Inverse moments of the total time: for `n = m + r + 1` escapes with rate constant `k > 0`,
the mean of `1 / t ^ r` is `k ^ r * m! / (m + r)!`. -/
theorem hasMean_one_div_pow (m r : ℕ) {k : ℝ} (hk : 0 < k) :
    HasMean (m + r + 1) k (fun t => 1 / t ^ r) (k ^ r * (m ! : ℝ) / ((m + r)! : ℝ)) := by
  -- the factor `1 / t ^ r` lowers the power of `t` in the density
  have hcongr : EqOn (fun t => 1 / t ^ r * erlangDensity (m + r + 1) k t)
      (fun t => k ^ (m + r + 1) / ((m + r)! : ℝ) * (t ^ m * Real.exp (-(k * t)))) (Ioi 0) := by
    intro t ht
    have ht0 : t ≠ 0 := (mem_Ioi.mp ht).ne'
    have h1 : 1 / t ^ r * t ^ r = 1 := one_div_mul_cancel (pow_ne_zero r ht0)
    simp only [erlangDensity, Nat.add_sub_cancel, pow_add t m r]
    linear_combination
      (k ^ (m + r + 1) / ((m + r)! : ℝ) * (t ^ m * Real.exp (-(k * t)))) * h1
  have hint : IntegrableOn (fun t : ℝ => t ^ m * Real.exp (-(k * t))) (Ioi 0) := by
    by_contra h
    have h0 : ∫ t in Ioi (0 : ℝ), t ^ m * Real.exp (-(k * t)) = 0 := integral_undef h
    rw [integral_pow_mul_exp m hk] at h0
    have h1 : (m ! : ℝ) / k ^ (m + 1) ≠ 0 := by positivity
    exact h1 h0
  refine ⟨(integrableOn_congr_fun hcongr measurableSet_Ioi).mpr
    (Integrable.const_mul hint _), ?_⟩
  rw [setIntegral_congr_fun measurableSet_Ioi hcongr, integral_const_mul,
    integral_pow_mul_exp m hk, show k ^ (m + r + 1) = k ^ r * k ^ (m + 1) by ring]
  field_simp
```

`hcongr` cancels $t^r$ against the power in the density. Integrability comes from the value of $I_m$: Lean assigns zero to the integral of a non-integrable function, and $m!/k^{m+1}$ is not zero.

```lean
/-- Means are linear: if `f` and `g` have means `a` and `b`, then `c f + d g` has the mean
`c a + d b`. -/
theorem HasMean.combine {n : ℕ} {k a b r : ℝ} {f g h : ℝ → ℝ}
    (hf : HasMean n k f a) (hg : HasMean n k g b) (c d : ℝ)
    (hh : ∀ t, h t = c * f t + d * g t) (hr : r = c * a + d * b) : HasMean n k h r := by
  have e : (fun t => h t * erlangDensity n k t) = fun t =>
      c * (f t * erlangDensity n k t) + d * (g t * erlangDensity n k t) := by
    funext t
    rw [hh]
    ring
  have hf' := Integrable.const_mul hf.1 c
  have hg' := Integrable.const_mul hg.1 d
  unfold HasMean
  rw [e, hr]
  refine ⟨hf'.add hg', ?_⟩
  rw [integral_add hf' hg', integral_const_mul, integral_const_mul, hf.2, hg.2]
```

Linearity is proved for two quantities at a time. Here `r` is the resulting mean, not an exponent.

```lean
/-- The density of the total time of `n ≥ 1` escapes with `k > 0` is normalised to one. -/
theorem hasMean_one {n : ℕ} {k : ℝ} (hn : 1 ≤ n) (hk : 0 < k) :
    HasMean n k (fun _ => 1) 1 := by
  obtain ⟨m, rfl⟩ : ∃ m, n = m + 1 := ⟨n - 1, by omega⟩
  simpa [Nat.factorial_ne_zero] using hasMean_one_div_pow m 0 hk
```

Normalisation is the case $r=0$ of the inverse moments.

```lean
/-- For `n ≥ 2` escapes with `k > 0` the estimator `c / t` has the mean `c k / (n - 1)`. -/
theorem hasMean_const_div {n : ℕ} {k : ℝ} (c : ℝ) (hn : 2 ≤ n) (hk : 0 < k) :
    HasMean n k (fun t => c / t) (c * k / ((n : ℝ) - 1)) := by
  obtain ⟨m, rfl⟩ : ∃ m, n = m + 2 := ⟨n - 2, by omega⟩
  have h := hasMean_one_div_pow m 1 hk
  refine h.combine h c 0 (fun t => by ring) ?_
  have hm : ((m + 2 : ℕ) : ℝ) - 1 = m + 1 := by push_cast; ring
  have hfac : ((m + 1)! : ℝ) = (m + 1) * (m ! : ℝ) := by
    rw [Nat.factorial_succ]
    push_cast
    ring
  rw [hm, hfac, zero_mul, add_zero, pow_one]
  field_simp
```

This is the case $r=1$, multiplied by a constant $c$. The factorials reduce through $(m+1)!=(m+1)\,m!$.

```lean
/-- For `n ≥ 2` escapes with rate constant `k > 0`, the estimator `n / t` has the mean
`k n / (n - 1)`, which exceeds `k`, while `(n - 1) / t` has exactly the mean `k`. -/
theorem escape_rate_estimators {n : ℕ} {k : ℝ} (hn : 2 ≤ n) (hk : 0 < k) :
    HasMean n k (fun t => (n : ℝ) / t) (k * n / ((n : ℝ) - 1)) ∧
      k < k * n / ((n : ℝ) - 1) ∧
      HasMean n k (fun t => ((n : ℝ) - 1) / t) k := by
  have h2 : (2 : ℝ) ≤ n := by exact_mod_cast hn
  have h1 : (0 : ℝ) < (n : ℝ) - 1 := by linarith
  refine ⟨?_, ?_, ?_⟩
  · have h := hasMean_const_div (n : ℝ) hn hk
    rwa [mul_comm (n : ℝ) k] at h
  · rw [lt_div_iff₀ h1]
    nlinarith
  · have h := hasMean_const_div ((n : ℝ) - 1) hn hk
    rwa [mul_div_cancel_left₀ k h1.ne'] at h
```

The three parts are the mean of $n/t$, the strict inequality, and the mean of $(n-1)/t$. The first and third set $c=n$ and $c=n-1$ in the preceding theorem.

```lean
/-- For `n ≥ 3` escapes with `k > 0`, the mean squared error of the estimator `(n - 1) / t`
is `k ^ 2 / (n - 2)`. -/
theorem unbiased_estimator_variance {n : ℕ} {k : ℝ} (hn : 3 ≤ n) (hk : 0 < k) :
    HasMean n k (fun t => (((n : ℝ) - 1) / t - k) ^ 2) (k ^ 2 / ((n : ℝ) - 2)) := by
  obtain ⟨m, rfl⟩ : ∃ m, n = m + 3 := ⟨n - 3, by omega⟩
  -- expand the square: first the linear and constant terms, then the second inverse moment
  have hlin : HasMean (m + 3) k
      (fun t => -2 * k * ((((m + 3 : ℕ) : ℝ) - 1) / t) + k ^ 2) (-k ^ 2) :=
    (escape_rate_estimators (by omega) hk).2.2.combine (hasMean_one (by omega) hk)
      (-2 * k) (k ^ 2) (fun t => by ring) (by ring)
  refine (hasMean_one_div_pow m 2 hk).combine hlin ((((m + 3 : ℕ) : ℝ) - 1) ^ 2) 1
    (fun t => by ring) ?_
  have hm1 : ((m + 3 : ℕ) : ℝ) - 1 = m + 2 := by push_cast; ring
  have hm2 : ((m + 3 : ℕ) : ℝ) - 2 = m + 1 := by push_cast; ring
  have hfac : ((m + 2)! : ℝ) = (m + 2) * ((m + 1) * (m ! : ℝ)) := by
    rw [Nat.factorial_succ, Nat.factorial_succ]
    push_cast
    ring
  rw [hm1, hm2, hfac]
  field_simp
  ring
```

The square is expanded as in the derivation. `hlin` gives the linear and constant terms the mean $-2k^2+k^2=-k^2$, and the second inverse moment supplies the rest. Since the estimator has mean $k$, its mean squared error is its variance, hence the theorem's name.

## A single escape

```lean
/-- For a single escape with `k > 0` the integral for the mean of `1 / t` diverges. -/
theorem single_escape_diverges {k : ℝ} (hk : 0 < k) :
    ¬ IntegrableOn (fun t => 1 / t * erlangDensity 1 k t) (Ioi 0) := by
  intro h
  have h1 := h.mono_set (Ioc_subset_Ioi_self : Ioc (0 : ℝ) 1 ⊆ Ioi 0)
  -- on `(0, 1]` the integrand is bounded below by a multiple of `1 / t`
  have hinv : IntegrableOn (fun t : ℝ => t⁻¹) (Ioc 0 1) := by
    refine Integrable.mono' (Integrable.const_mul h1 (Real.exp k / k))
      measurable_inv.aestronglyMeasurable ?_
    refine (ae_restrict_iff' measurableSet_Ioc).mpr (ae_of_all _ fun t ht => ?_)
    have ht0 : 0 < t := ht.1
    have hexp : 1 ≤ Real.exp k * Real.exp (-(k * t)) := by
      rw [← Real.exp_add]
      exact Real.one_le_exp (by nlinarith [mul_nonneg hk.le (sub_nonneg.2 ht.2)])
    have key : t⁻¹ ≤ Real.exp k / k * (1 / t * erlangDensity 1 k t) := by
      have e : Real.exp k / k * (1 / t * erlangDensity 1 k t) =
          t⁻¹ * (Real.exp k * Real.exp (-(k * t))) := by
        simp only [erlangDensity, Nat.sub_self, pow_zero, pow_one, Nat.factorial_zero,
          Nat.cast_one]
        field_simp
      rw [e]
      exact le_mul_of_one_le_right (inv_pos.2 ht0).le hexp
    exact (Real.norm_of_nonneg (inv_pos.2 ht0).le).le.trans key
  have h2 := (intervalIntegrable_iff_integrableOn_Ioc_of_le zero_le_one).mpr hinv
  rw [intervalIntegrable_inv_iff] at h2
  rcases h2 with h2 | h2
  · exact zero_ne_one h2
  · exact h2 left_mem_uIcc

end

end EscapeRateEstimation
```

The theorem states that $p_1(t)/t$ is not integrable over $(0,\infty)$, so no number $a$ can be the mean of $1/t$ in the sense of `HasMean`. The proof assumes integrability and restricts to $(0,1]$. There `key` bounds $1/t$ by $e^k/k$ times the integrand, which would make $1/t$ integrable down to zero, a contradiction.

```lean
#print axioms EscapeRateEstimation.escape_rate_estimators
-- 'EscapeRateEstimation.escape_rate_estimators' depends on axioms: [propext, Classical.choice, Quot.sound]
#print axioms EscapeRateEstimation.unbiased_estimator_variance
-- 'EscapeRateEstimation.unbiased_estimator_variance' depends on axioms: [propext, Classical.choice, Quot.sound]
#print axioms EscapeRateEstimation.single_escape_diverges
-- 'EscapeRateEstimation.single_escape_diverges' depends on axioms: [propext, Classical.choice, Quot.sound]
```
